# In finite dimension, operators that commute with an antiunitary T with T² = 1 are real in a common orthonormal basis

Let V be a finite-dimensional complex inner-product space, and let T be an antiunitary map on V with T² = 1. Then V has an orthonormal basis of vectors bᵢ with T bᵢ = bᵢ, and for every linear operator A on V

A T = T A if and only if every matrix element ⟨bᵢ, A bⱼ⟩ is real.

One basis serves all such operators at once. If a Hamiltonian H is Hermitian and commutes with T, its matrix in this basis is real symmetric.

Here ⟨x, y⟩ is conjugate-linear in x and linear in y. Antiunitary means that T is conjugate-linear, T(c x) = conj(c) T x, and that ⟨T x, T y⟩ = ⟨y, x⟩.

## When a real symmetric eigensolver is enough

A code that stores H as a real array and calls a real symmetric eigensolver assumes that every matrix element of H is real. For spinless particles, time reversal is the antiunitary map T that takes a wave function ψ(r) to its complex conjugate, so T² = 1. In a finite orthonormal basis, two conditions together guarantee that the matrix of H is real: H commutes with time reversal, and time reversal leaves each basis vector unchanged. The first condition means that H has no part that is odd under time reversal. A magnetic field usually adds such a part.

The second condition concerns the basis alone. Let H commute with T, and take a basis of vectors fixed by T. Multiply one basis vector by i, and its nonzero couplings to the other vectors become imaginary, although the physics is the same. A nonzero imaginary part in a matrix element of H therefore has two possible sources: a basis that T does not fix, or a Hamiltonian that does not commute with T.

## Fixed vectors first, matrix elements second

**A new fixed vector.** Suppose that k vectors v₀, …, vₖ₋₁ are fixed by T and that k < dim V. They do not span V, so there is a vector x ≠ 0 with ⟨vᵢ, x⟩ = 0 for all i. The vector T x is orthogonal to them too:

⟨vᵢ, T x⟩ = ⟨T vᵢ, T x⟩ = ⟨x, vᵢ⟩ = 0.

If x + T x ≠ 0, put w = x + T x. Then

T w = T x + T² x = T x + x = w.

If x + T x = 0, then T x = −x, and we put w = i x. Then

T w = −i T x = i x = w.

In both cases w is nonzero, fixed by T and orthogonal to every vᵢ. The unit vector u = w/‖w‖ is still fixed, because the factor 1/‖w‖ is real.

**A full basis.** Start with no vectors and repeat the step. Each pass adds a fixed unit vector orthogonal to the earlier ones. After dim V passes the vectors form an orthonormal basis.

**Matrix elements.** Write Aᵢⱼ = ⟨bᵢ, A bⱼ⟩ in a basis of fixed vectors. Antiunitarity gives

⟨bᵢ, T A bⱼ⟩ = ⟨T bᵢ, T A bⱼ⟩ = ⟨A bⱼ, bᵢ⟩ = conj(Aᵢⱼ).

If A commutes with T, then T A bⱼ = A T bⱼ = A bⱼ. The left side is then Aᵢⱼ, so Aᵢⱼ = conj(Aᵢⱼ) and the element is real.

Conversely, let all Aᵢⱼ be real. Then T A bⱼ and A bⱼ have the same components, so T A bⱼ = A bⱼ. For a general vector x = Σⱼ cⱼ bⱼ,

T A x = Σⱼ conj(cⱼ) T A bⱼ = Σⱼ conj(cⱼ) A bⱼ = A T x.

**Hermitian operators.** If H is also Hermitian, then

Hⱼᵢ = ⟨bⱼ, H bᵢ⟩ = ⟨H bⱼ, bᵢ⟩ = conj(Hᵢⱼ) = Hᵢⱼ.

**The square of T.** A conjugate-linear map that fixes an orthonormal basis must square to one, since two conjugations restore each coefficient:

T² x = Σⱼ conj(conj(cⱼ)) bⱼ = x.

## Spin one-half: a counter-example with T² = −1

Without the condition T² = 1 the result fails. Time reversal of a single spin one-half, with one choice of phase, is the map on ℂ²

T(a, c) = (−conj(c), conj(a)).

This map is antiunitary, but T² = −1. If T x = x, then x = T² x = −x, so x = 0: there is no fixed vector from which to build a basis.

The claim about matrices fails as well. The operators

A(a, c) = (i a, −i c) and B(a, c) = (−c, a)

both commute with T, are unitary and square to −1. Suppose that both had real matrices in one orthonormal basis. A real unitary matrix M with M² = −1 satisfies Mᵀ = M⁻¹ = −M, so it is antisymmetric. In two dimensions only two antisymmetric matrices are also orthogonal, and they differ by a sign. This would force A = B or A = −B, which is false. These two operators are not Hermitian, so they are not Hamiltonians: they refute the statement about all linear operators. The Hermitian operators on ℂ² that commute with this T are only the real multiples of the identity, and those are real in every basis.

## The Lean source

```lean
import Mathlib

open scoped InnerProductSpace ComplexConjugate
open Module

namespace RealHamiltonians

noncomputable section

variable {V : Type*} [NormedAddCommGroup V] [InnerProductSpace ℂ V]
variable {ι : Type*} [Fintype ι] [DecidableEq ι]

/-- A conjugate-linear map `T` is antiunitary when it turns every inner product into its
complex conjugate, `⟪T x, T y⟫ = ⟪y, x⟫`. -/
def IsAntiunitary (T : V →ₛₗ[starRingEnd ℂ] V) : Prop :=
  ∀ x y, ⟪T x, T y⟫_ℂ = ⟪y, x⟫_ℂ

/-- The linear operator `A` is invariant under `T` when the two commute. -/
def IsInvariant (T : V →ₛₗ[starRingEnd ℂ] V) (A : V →ₗ[ℂ] V) : Prop :=
  ∀ x, A (T x) = T (A x)

/-- The matrix of `A` in the orthonormal basis `b` has only real entries. -/
def HasRealMatrix (b : OrthonormalBasis ι ℂ V) (A : V →ₗ[ℂ] V) : Prop :=
  ∃ M : Matrix ι ι ℝ,
    LinearMap.toMatrix b.toBasis b.toBasis A = M.map (fun r : ℝ => (r : ℂ))

/-- The matrix of an operator in an orthonormal basis consists of the matrix elements
`⟪b i, A (b j)⟫`. -/
theorem matrix_element (b : OrthonormalBasis ι ℂ V) (A : V →ₗ[ℂ] V) (i j : ι) :
    LinearMap.toMatrix b.toBasis b.toBasis A i j = ⟪b i, A (b j)⟫_ℂ := by
  rw [LinearMap.toMatrix_apply, OrthonormalBasis.coe_toBasis,
    OrthonormalBasis.coe_toBasis_repr_apply, OrthonormalBasis.repr_apply_apply]

/-- Let `T` be antiunitary with `T² = 1` on a finite-dimensional space. Given fewer `T`-fixed
vectors than the dimension of the space, there is a `T`-fixed unit vector orthogonal to all of them.
-/
theorem exists_fixed_unit_orthogonal [FiniteDimensional ℂ V]
    {T : V →ₛₗ[starRingEnd ℂ] V} (hT : IsAntiunitary T) (hsq : ∀ x, T (T x) = x)
    {k : ℕ} (v : Fin k → V) (hv : ∀ i, T (v i) = v i) (hk : k < finrank ℂ V) :
    ∃ u, T u = u ∧ ‖u‖ = 1 ∧ ∀ i, ⟪v i, u⟫_ℂ = 0 := by
  -- the given vectors do not span, so some nonzero `x` is orthogonal to them
  have hS : Submodule.span ℂ (Set.range v) ≠ ⊤ := by
    intro h
    have h1 := finrank_range_le_card (R := ℂ) v
    rw [Set.finrank, h, finrank_top, Fintype.card_fin] at h1
    omega
  have hS' : (Submodule.span ℂ (Set.range v))ᗮ ≠ ⊥ :=
    fun h => hS (Submodule.orthogonal_eq_bot_iff.mp h)
  obtain ⟨x, hxS, hx0⟩ := Submodule.exists_mem_ne_zero_of_ne_bot hS'
  have hx : ∀ i, ⟪v i, x⟫_ℂ = 0 := fun i => by
    have hvi : v i ∈ Submodule.span ℂ (Set.range v) :=
      Submodule.subset_span (Set.mem_range_self i)
    exact Submodule.inner_right_of_mem_orthogonal hvi hxS
  have hTx : ∀ i, ⟪v i, T x⟫_ℂ = 0 := fun i => by
    have h := hT (v i) x
    rw [hv] at h
    rw [h]
    exact inner_eq_zero_symm.mp (hx i)
  -- either `x + T x` or `i x` is a nonzero fixed vector
  obtain ⟨w, hw0, hTw, hwv⟩ : ∃ w, w ≠ 0 ∧ T w = w ∧ ∀ i, ⟪v i, w⟫_ℂ = 0 := by
    by_cases h : x + T x = 0
    · have h' : T x = -x := (neg_eq_of_add_eq_zero_right h).symm
      refine ⟨Complex.I • x, smul_ne_zero Complex.I_ne_zero hx0, ?_, fun i => ?_⟩
      · rw [map_smulₛₗ, Complex.conj_I, h', smul_neg, neg_smul, neg_neg]
      · rw [inner_smul_right, hx, mul_zero]
    · refine ⟨x + T x, h, ?_, fun i => ?_⟩
      · rw [map_add, hsq, add_comm]
      · rw [inner_add_right, hx, hTx, add_zero]
  -- a real factor normalises it and keeps it fixed
  refine ⟨((‖w‖⁻¹ : ℝ) : ℂ) • w, ?_, ?_, fun i => ?_⟩
  · rw [map_smulₛₗ, Complex.conj_ofReal, hTw]
  · rw [norm_smul, Complex.norm_real, norm_inv, norm_norm,
      inv_mul_cancel₀ (norm_ne_zero_iff.mpr hw0)]
  · rw [inner_smul_right, hwv, mul_zero]

/-- If `T` is antiunitary with `T² = 1` on a finite-dimensional space, then the space has an
orthonormal basis of `T`-fixed vectors. -/
theorem exists_fixed_basis [FiniteDimensional ℂ V]
    {T : V →ₛₗ[starRingEnd ℂ] V} (hT : IsAntiunitary T) (hsq : ∀ x, T (T x) = x) :
    ∃ b : OrthonormalBasis (Fin (finrank ℂ V)) ℂ V, ∀ i, T (b i) = b i := by
  -- build the basis one vector at a time
  have key : ∀ k : ℕ, k ≤ finrank ℂ V →
      ∃ v : Fin k → V, Orthonormal ℂ v ∧ ∀ i, T (v i) = v i := by
    intro k
    induction k with
    | zero =>
      intro _
      exact ⟨fun i => i.elim0, ⟨fun i => i.elim0, fun i => i.elim0⟩, fun i => i.elim0⟩
    | succ k ih =>
      intro hk
      obtain ⟨v, hon, hv⟩ := ih (by omega)
      obtain ⟨u, hTu, hu, huv⟩ := exists_fixed_unit_orthogonal hT hsq v hv (by omega)
      refine ⟨(Fin.cons u v : Fin (k + 1) → V), ⟨fun i => ?_, fun i j hij => ?_⟩, fun i => ?_⟩
      · cases i using Fin.cases with
        | zero => simpa using hu
        | succ i => simpa using hon.1 i
      · cases i using Fin.cases with
        | zero =>
          cases j using Fin.cases with
          | zero => exact absurd rfl hij
          | succ j => simpa using inner_eq_zero_symm.mp (huv j)
        | succ i =>
          cases j using Fin.cases with
          | zero => simpa using huv i
          | succ j => simpa using hon.2 (fun h => hij (congrArg Fin.succ h))
      · cases i using Fin.cases with
        | zero => simpa using hTu
        | succ i => simpa using hv i
  obtain ⟨v, hon, hv⟩ := key _ le_rfl
  have hspan : Submodule.span ℂ (Set.range v) = ⊤ :=
    hon.linearIndependent.span_eq_top_of_card_eq_finrank' (Fintype.card_fin _)
  refine ⟨OrthonormalBasis.mk hon hspan.ge, fun i => ?_⟩
  rw [OrthonormalBasis.coe_mk]
  exact hv i

/-- In a finite orthonormal basis of vectors fixed by an antiunitary `T`, a linear operator commutes
with `T` exactly when its matrix is real. -/
theorem invariant_iff_real_matrix {T : V →ₛₗ[starRingEnd ℂ] V} (hT : IsAntiunitary T)
    (b : OrthonormalBasis ι ℂ V) (hb : ∀ i, T (b i) = b i) (A : V →ₗ[ℂ] V) :
    IsInvariant T A ↔ HasRealMatrix b A := by
  -- conjugating a matrix element of `A` gives that of `T A`
  have hconj : ∀ i j, ⟪b i, T (A (b j))⟫_ℂ = conj ⟪b i, A (b j)⟫_ℂ := fun i j => by
    have h := hT (b i) (A (b j))
    rw [hb] at h
    rw [h, inner_conj_symm]
  constructor
  · intro hA
    refine ⟨Matrix.of fun i j => (⟪b i, A (b j)⟫_ℂ).re, ?_⟩
    ext i j
    rw [matrix_element, Matrix.map_apply, Matrix.of_apply]
    refine (Complex.conj_eq_iff_re.mp ?_).symm
    rw [← hconj, ← hA, hb]
  · rintro ⟨M, hM⟩ x
    have hreal : ∀ i j, ⟪b i, A (b j)⟫_ℂ = (M i j : ℂ) := fun i j => by
      rw [← matrix_element, hM, Matrix.map_apply]
    have hcol : ∀ j, T (A (b j)) = A (b j) := fun j =>
      calc T (A (b j)) = ∑ i, ⟪b i, T (A (b j))⟫_ℂ • b i := (b.sum_repr' _).symm
        _ = ∑ i, ⟪b i, A (b j)⟫_ℂ • b i :=
            Finset.sum_congr rfl fun i _ => by rw [hconj, hreal, Complex.conj_ofReal]
        _ = A (b j) := b.sum_repr' _
    -- extend from the basis to all vectors
    rw [← b.sum_repr' x]
    simp only [map_sum, map_smulₛₗ, RingHom.id_apply, hb, hcol]

/-- Let `T` be antiunitary with `T² = 1` on a finite-dimensional space. There is an orthonormal
basis of `T`-fixed vectors in which the operators commuting with `T` are exactly those with a
real matrix. -/
theorem exists_basis_real_matrices [FiniteDimensional ℂ V]
    {T : V →ₛₗ[starRingEnd ℂ] V} (hT : IsAntiunitary T) (hsq : ∀ x, T (T x) = x) :
    ∃ b : OrthonormalBasis (Fin (finrank ℂ V)) ℂ V,
      (∀ i, T (b i) = b i) ∧ ∀ A : V →ₗ[ℂ] V, IsInvariant T A ↔ HasRealMatrix b A := by
  obtain ⟨b, hb⟩ := exists_fixed_basis hT hsq
  exact ⟨b, hb, invariant_iff_real_matrix hT b hb⟩

/-- A Hermitian Hamiltonian that commutes with an antiunitary `T` has a real symmetric matrix
in every orthonormal basis of `T`-fixed vectors. -/
theorem hamiltonian_real_symmetric {T : V →ₛₗ[starRingEnd ℂ] V} (hT : IsAntiunitary T)
    (b : OrthonormalBasis ι ℂ V) (hb : ∀ i, T (b i) = b i) (H : V →ₗ[ℂ] V)
    (hH : H.IsSymmetric) (hHT : IsInvariant T H) :
    ∃ M : Matrix ι ι ℝ, M.IsSymm ∧
      LinearMap.toMatrix b.toBasis b.toBasis H = M.map (fun r : ℝ => (r : ℂ)) := by
  obtain ⟨M, hM⟩ := (invariant_iff_real_matrix hT b hb H).mp hHT
  have hreal : ∀ i j, ⟪b i, H (b j)⟫_ℂ = (M i j : ℂ) := fun i j => by
    rw [← matrix_element, hM, Matrix.map_apply]
  refine ⟨M, Matrix.IsSymm.ext fun i j => Complex.ofReal_injective ?_, hM⟩

  rw [← hreal j i, ← hH (b j) (b i), ← inner_conj_symm, hreal, Complex.conj_ofReal]

omit [DecidableEq ι] in
/-- A conjugate-linear map that fixes every vector of a finite orthonormal basis squares to one. -/
theorem sq_eq_one_of_fixed_basis (T : V →ₛₗ[starRingEnd ℂ] V)
    (b : OrthonormalBasis ι ℂ V) (hb : ∀ i, T (b i) = b i) (x : V) : T (T x) = x := by
  rw [← b.sum_repr' x]
  simp only [map_sum, map_smulₛₗ, hb, Complex.conj_conj]

/-- Componentwise complex conjugation on `ℂⁿ`, as a conjugate-linear map. -/
def conjugation (n : ℕ) :
    EuclideanSpace ℂ (Fin n) →ₛₗ[starRingEnd ℂ] EuclideanSpace ℂ (Fin n) where
  toFun x := WithLp.toLp 2 (fun i => conj (x i))
  map_add' x y := by ext i; simp
  map_smul' c x := by ext i; simp

/-- Componentwise complex conjugation on `ℂⁿ` is antiunitary and squares to one. -/
theorem conjugation_witness (n : ℕ) :
    IsAntiunitary (conjugation n) ∧ ∀ x, conjugation n (conjugation n x) = x := by
  constructor
  · intro x y
    simp [conjugation, PiLp.inner_apply, mul_comm]
  · intro x
    ext i
    simp [conjugation]

end

end RealHamiltonians
```

```lean
#print axioms RealHamiltonians.exists_basis_real_matrices
#print axioms RealHamiltonians.hamiltonian_real_symmetric
#print axioms RealHamiltonians.sq_eq_one_of_fixed_basis
```

```
'RealHamiltonians.exists_basis_real_matrices' depends on axioms: [propext, Classical.choice, Quot.sound]
'RealHamiltonians.hamiltonian_real_symmetric' depends on axioms: [propext, Classical.choice, Quot.sound]
'RealHamiltonians.sq_eq_one_of_fixed_basis' depends on axioms: [propext, Classical.choice, Quot.sound]
```

## What the statements say about T, H and the basis

The type `V →ₛₗ[starRingEnd ℂ] V` makes `T` conjugate-linear, and `IsAntiunitary` adds the rule for inner products. The condition T² = 1 is the separate hypothesis `hsq`. `IsInvariant T A` says that `A` and `T` commute on every vector. `HasRealMatrix b A` says that Mathlib's matrix of `A` in the orthonormal basis `b` is the entrywise image of a matrix over ℝ.

The main theorem is `exists_basis_real_matrices`. The basis comes before the quantifier over `A`, so it does not depend on the operator. Its index type is `Fin (finrank ℂ V)`, which counts from 0, and the zero-dimensional space is included with an empty basis.

For a code that already has its basis, `invariant_iff_real_matrix` is the more direct statement. It takes any orthonormal basis of fixed vectors with a finite index type. It needs no hypothesis on T², because `sq_eq_one_of_fixed_basis` derives T² = 1 from the fixed basis. `hamiltonian_real_symmetric` has the same setting and adds `H.IsSymmetric`, Mathlib's form of the Hermitian condition ⟨H x, y⟩ = ⟨x, H y⟩.

The concrete model is `conjugation n`, componentwise complex conjugation on ℂⁿ. `conjugation_witness` shows that it is antiunitary and squares to one for every `n`.

Several things remain for the user of a code to settle:

- That H commutes with T is assumed. It has to be established for the Hamiltonian that the code builds.
- The basis is orthonormal. Overlapping atomic orbitals, with their overlap matrix, are not treated.
- The space is finite-dimensional. Whether a truncated basis represents the original problem well is a different question.
- The matrix elements are exact complex numbers. Rounding can leave small imaginary parts in a computed matrix, and the theorems give no tolerance for them.

## How the lemmas carry the derivation

`matrix_element` identifies an entry of Mathlib's matrix with ⟨bᵢ, A bⱼ⟩, so the later proofs can work with inner products.

`exists_fixed_unit_orthogonal` is the construction of a new fixed vector. A dimension count shows that the span of the given vectors is not all of V, so its orthogonal complement contains a nonzero `x`. The step `hTx` proves that `T x` is orthogonal to the given vectors. The split `by_cases h : x + T x = 0` then chooses between i x and x + T x, and the last lines normalise the result with a real factor.

`exists_fixed_basis` repeats this by induction on the number of vectors. `Fin.cons u v` puts the new vector at index 0 and shifts the old ones up by one. The case distinctions check norms, orthogonality and invariance under T for the enlarged family. When the number of vectors reaches the dimension, linear independence implies that they span V.

In `invariant_iff_real_matrix`, the step `hconj` is the identity ⟨bᵢ, T A bⱼ⟩ = conj(Aᵢⱼ). For the forward direction, the proof offers the matrix of real parts and shows that each element equals its own conjugate. For the converse, `hcol` expands T A bⱼ in the basis and finds A bⱼ, and the closing `simp only` extends this to all vectors by conjugate-linearity.

`exists_basis_real_matrices` joins the two results. The symmetry in `hamiltonian_real_symmetric` follows from exchanging the two indices with the Hermitian condition, as in the derivation above.
